# The anion-rich β2(2×4) cell obeys electron counting for III-V and has two electrons too many for II-VI

The theorem concerns a β2(2×4) cell of a (001) surface with three anion dimers, six remaining anion orbitals and four cation dangling orbitals. Before dimerisation this makes twelve anion and four cation dangling bonds. In the counting model used, with cations of valence z, each cation dangling bond brings z/4 electrons and each anion dangling bond brings (8 − z)/4. Each dimer bond and each remaining anion orbital needs two electrons, while the remaining cation orbitals stay empty. The theorem states that supply equals demand at z = 3, both being 18, and that at z = 2 the supply exceeds the demand by 2. The proof splits the conjunction and asks `norm_num` to unfold the definitions and do the arithmetic in each half.

The failing Lean file:

```lean
import Mathlib

namespace Beta2IIIVNotIIVI

/-- A reconstructed surface cell, given by its numbers of cation dimers and anion dimers and
of cation and anion dangling orbitals that take part in no dimer. -/
structure Reconstruction where
  /-- number of cation-cation dimers -/
  Dc : ℕ
  /-- number of anion-anion dimers -/
  Da : ℕ
  /-- number of cation dangling orbitals left outside the dimers -/
  restCation : ℕ
  /-- number of anion dangling orbitals left outside the dimers -/
  restAnion : ℕ

namespace Reconstruction

/-- Number of cation dangling bonds before dimerisation: each cation dimer uses up two. -/
def Nc (R : Reconstruction) : ℕ := R.restCation + 2 * R.Dc

/-- Number of anion dangling bonds before dimerisation: each anion dimer uses up two. -/
def Na (R : Reconstruction) : ℕ := R.restAnion + 2 * R.Da

/-- Electrons brought by the dangling bonds when the cation has valence `z`: `z/4` from each
cation dangling bond and `(8 - z)/4` from each anion dangling bond. -/
def supply (R : Reconstruction) (z : ℚ) : ℚ :=
  R.Nc * (z / 4) + R.Na * ((8 - z) / 4)

/-- Electrons needed to put two into every dimer bond and two into every remaining anion
orbital, with the remaining cation orbitals empty. -/
def demand (R : Reconstruction) : ℚ :=
  2 * R.Dc + 2 * R.Da + 2 * R.restAnion

/-- The electron counting rule at cation valence `z`: the dangling bonds bring exactly the
electrons that the dimer bonds and remaining anion orbitals need. -/
def Balanced (R : Reconstruction) (z : ℚ) : Prop := R.supply z = R.demand

end Reconstruction

open Reconstruction

/-- The anion-rich β2(2×4) cell of a (001) surface: three anion dimers, six remaining anion
orbitals and four cation dangling orbitals. -/
def beta2 : Reconstruction where
  Dc := 0
  Da := 3
  restCation := 4
  restAnion := 6

/-- The β2(2×4) cell is balanced at cation valence 3 (III-V), and at cation valence 2 (II-VI)
it has two electrons too many. -/
theorem beta2_III_V_not_II_VI :
    beta2.Balanced 3 ∧ beta2.supply 2 - beta2.demand = 2 := by
  constructor <;> norm_num [Balanced, supply, demand, Nc, Na, beta2]

end Beta2IIIVNotIIVI
```

Lean reports:

```
Main.lean:55:28: error: Ambiguous term
  Balanced
Possible interpretations:
  _root_.Balanced : (𝕜 : Type ?u.15) → {E : Type ?u.14} → [SeminormedRing 𝕜] → [SMul 𝕜 E] → Set E → Prop
  
  Reconstruction.Balanced : Reconstruction → ℚ → Prop
Main.lean:55:28: error: Ambiguous term
  Balanced
Possible interpretations:
  _root_.Balanced : (𝕜 : Type ?u.19) → {E : Type ?u.18} → [SeminormedRing 𝕜] → [SMul 𝕜 E] → Set E → Prop
  
  Reconstruction.Balanced : Reconstruction → ℚ → Prop
Main.lean:54:60: error: unsolved goals
case left
⊢ { Dc := 0, Da := 3, restCation := 4, restAnion := 6 }.Balanced 3
```

Fix (accepted with no message):

```diff
@@ -53,5 +53,5 @@
 theorem beta2_III_V_not_II_VI :
     beta2.Balanced 3 ∧ beta2.supply 2 - beta2.demand = 2 := by
-  constructor <;> norm_num [Balanced, supply, demand, Nc, Na, beta2]
+  constructor <;> norm_num [Reconstruction.Balanced, supply, demand, Nc, Na, beta2]
 
 end Beta2IIIVNotIIVI
```

What went wrong. The first two messages are the same error, raised once for each of the two goals on which `<;>` runs `norm_num`. Because of `open Reconstruction`, the short name `Balanced` can mean the file's electron counting rule, but it can also mean Mathlib's `_root_.Balanced`, a property of sets under scalar multiplication. Lean does not choose between them in the `norm_num` list, so the counting rule is not unfolded.

The third message shows the result. In the left goal `beta2` has been replaced by its numbers, but `Balanced 3` is still folded, so there is no equation for `norm_num` to check. The right goal does not mention `Balanced`, and it is not among the unsolved goals.

The repair writes `Reconstruction.Balanced`, which names only the file's definition. `norm_num` can then unfold it to the equality of supply and demand and verify that by arithmetic.
